# Without on-site terms, sublattice imbalance forces zero modes when hopping and pairing connect only opposite sublattices

When a supercell with vacancies is diagonalised to obtain the low-energy spectrum of a superconductor, some eigenvalues may come out near zero, and one has to decide how many of them should be exactly zero. If hopping and pairing act only between opposite sublattices, every on-site energy measured from the chemical potential is zero, and the supercell had equal sublattices before sites were removed, counting vacancies gives a minimum. In the matrix for spin-up particles and spin-down holes, it is twice the difference between the vacancy numbers on the two sublattices. For this finite mean-field model of non-interacting quasiparticles, the count is a direct check on the computed spectrum.

## Bond hopping and bond pairing

Let $h$ be the hopping matrix and $D$ the pairing matrix on a finite set of sites. With particle amplitudes $u$ and hole amplitudes $v$, the Bogoliubov–de Gennes matrix is

$$H=\begin{pmatrix} h & D\\ D & -h\end{pmatrix}.$$

For real symmetric hopping, equal for both spins, and real singlet pairing, this describes spin-up particles and spin-down holes. A matrix that contains both spins as particles and as holes has a second such block, with the sign of $D$ reversed, and therefore twice as many zero modes. An example is a square lattice with nearest-neighbour hopping and nearest-neighbour $d$-wave pairing at zero chemical potential.

Colour the sites $A$ and $B$, with $n_A$ and $n_B$ sites. Both $h$ and $D$ vanish between sites of equal colour. This includes the diagonal, so there is no on-site energy, chemical potential or on-site pairing. In a periodic supercell, the bonds across the boundary must respect the colouring too.

The condition on the diagonal matters: a single site with nonzero on-site energy and no pairing has imbalance one but no zero mode.

## Two decoupled zero-energy equations

A zero mode satisfies

$$hu+Dv=0,\qquad Du-hv=0.$$

Put $x=u-iv$ and $y=u+iv$. Multiplying out gives

$$(h+iD)x=(hu+Dv)+i(Du-hv),$$
$$(h-iD)y=(hu+Dv)-i(Du-hv).$$

If the two original equations hold, both right-hand sides vanish. Conversely, if both right-hand sides vanish, their sum and difference return the original equations. The change of amplitudes is invertible, with $u=(x+y)/2$ and $v=i(x-y)/2$. Writing $\nu$ for the dimension of a kernel, we get

$$\nu(H)=\nu(h+iD)+\nu(h-iD).$$

If $h$ and $D$ are Hermitian, then $(h+iD)^\dagger=h-iD$. Adjoint matrices have equal rank, and these are square matrices of the same size, so their nullities agree and $\nu(H)=2\nu(h+iD)$.

## Counting conditions on one sublattice

Let $M$ be either of $h\pm iD$. It also vanishes between sites of equal colour. Require that $x$ and $Mx$ both vanish on $B$. These are $2n_B$ linear conditions on $n_A+n_B$ unknowns, so the solutions form a space of dimension at least $n_A-n_B$.

Every solution is a zero mode of $M$. On $B$, $Mx$ vanishes by requirement. At a site $i$ in $A$,

$$(Mx)_i=\sum_{j\in A}M_{ij}x_j+\sum_{j\in B}M_{ij}x_j=0,$$

because $M_{ij}=0$ in the first sum and $x_j=0$ in the second. Exchanging the sublattices gives $\nu(M)\ge|n_A-n_B|$, and adding the two nullities gives

$$\nu(H)\ge 2|n_A-n_B|.$$

Now start from $N$ sites on each sublattice and remove $V_A$ and $V_B$ of them. Then $n_A-n_B=(N-V_A)-(N-V_B)=V_B-V_A$, so the lattice with vacancies has at least $2|V_A-V_B|$ zero modes, whatever the bond strengths.

## The statement in Lean

The sites form a finite type `n`, and `c : n → Bool` is the colouring; take `true` as $A$ and `false` as $B$. `CouplesOpposite c M` says that $M_{ij}=0$ whenever $i$ and $j$ have the same colour, and `sites c s` counts the sites of colour `s`. `bdg h D` is $H$, acting on two copies of the site set, and `zeroModes` is the complex dimension of the kernel. For Hermitian $h$ and $D$, this is the multiplicity of the eigenvalue zero of $H$.

The bound `two_mul_imbalance_le` does not assume Hermiticity; only the exact count `zeroModes_bdg_eq_two_mul` does. The imbalance is taken in the integers, so that the subtraction can be negative.

In `vacancy_zero_modes`, `V` is the set of removed sites, `balanced` states that the original sublattices are equal, and `submatrix` restricts $h$ and $D$ to the remaining sites. If bonds change after removal, `two_mul_imbalance_le` applies directly to the new matrices, provided that they still connect only opposite sublattices.

Nodes in the gap are not a hypothesis. The theorems give no upper bound from the imbalance and do not describe where the modes are localised. Interactions beyond mean field and infinite lattices lie beyond the model.

```lean
import Mathlib

open Matrix
open Complex (I)
open scoped ComplexOrder

namespace NodalSuperconductorVacancies

noncomputable section

variable {n : Type*} [Fintype n]

/-- The Bogoliubov–de Gennes matrix with hopping `h` and pairing `D`, acting on particle and
hole amplitudes. -/
def bdg (h D : Matrix n n ℂ) : Matrix (n ⊕ n) (n ⊕ n) ℂ := fromBlocks h D D (-h)

/-- The number of linearly independent zero modes of a matrix: the dimension of its kernel. -/
def zeroModes (M : Matrix n n ℂ) : ℕ := Module.finrank ℂ (LinearMap.ker M.mulVecLin)

/-- The matrix `M` connects only sites of opposite sublattices, the sublattice of each site
being given by `c`. -/
def CouplesOpposite (c : n → Bool) (M : Matrix n n ℂ) : Prop :=
  ∀ i j, c i = c j → M i j = 0

/-- The number of sites on sublattice `s`. -/
def sites (c : n → Bool) (s : Bool) : ℕ := Fintype.card {i // c i = s}

/-- Particle and hole amplitudes `u`, `v` form a zero mode exactly when `u - iv` is annihilated
by `h + iD` and `u + iv` by `h - iD`. -/
theorem zero_mode_iff (h D : Matrix n n ℂ) (u v : n → ℂ) :
    bdg h D *ᵥ Sum.elim u v = 0 ↔
      (h + I • D) *ᵥ (u - I • v) = 0 ∧ (h - I • D) *ᵥ (u + I • v) = 0 := by
  have e : ∀ i, ((h + I • D) *ᵥ (u - I • v)) i =
        ((h *ᵥ u) i + (D *ᵥ v) i) + I * ((D *ᵥ u) i - (h *ᵥ v) i) ∧
      ((h - I • D) *ᵥ (u + I • v)) i =
        ((h *ᵥ u) i + (D *ᵥ v) i) - I * ((D *ᵥ u) i - (h *ᵥ v) i) := by
    intro i
    simp only [Matrix.add_mulVec, Matrix.sub_mulVec, Matrix.mulVec_add, Matrix.mulVec_sub,
      Matrix.smul_mulVec, Matrix.mulVec_smul, Pi.add_apply, Pi.sub_apply, Pi.smul_apply,
      smul_eq_mul]
    constructor <;> linear_combination (-(D *ᵥ v) i) * Complex.I_sq
  rw [bdg, Matrix.fromBlocks_mulVec, Sum.elim_comp_inl, Sum.elim_comp_inr]
  constructor
  · intro H
    have p : ∀ i, (h *ᵥ u) i + (D *ᵥ v) i = 0 := fun i => congrFun H (Sum.inl i)
    have q : ∀ i, (D *ᵥ u) i - (h *ᵥ v) i = 0 := fun i => by
      simpa [Matrix.neg_mulVec, sub_eq_add_neg] using congrFun H (Sum.inr i)
    exact ⟨funext fun i => by rw [(e i).1, p, q]; simp,
      funext fun i => by rw [(e i).2, p, q]; simp⟩
  · rintro ⟨H1, H2⟩
    have a := fun i => (e i).1.symm.trans (congrFun H1 i)
    have b := fun i => (e i).2.symm.trans (congrFun H2 i)
    simp only [Pi.zero_apply] at a b
    funext i
    rcases i with i | i
    · simp only [Sum.elim_inl, Pi.add_apply, Pi.zero_apply]
      linear_combination (a i + b i) / 2
    · simp only [Sum.elim_inr, Pi.add_apply, Pi.zero_apply, Matrix.neg_mulVec, Pi.neg_apply]
      linear_combination (-I / 2) * (a i - b i) +
        ((D *ᵥ u) i - (h *ᵥ v) i) * Complex.I_sq

/-- The zero modes of the Bogoliubov–de Gennes matrix are counted by those of `h + iD` and
`h - iD` together. -/
theorem zeroModes_bdg (h D : Matrix n n ℂ) :
    zeroModes (bdg h D) = zeroModes (h + I • D) + zeroModes (h - I • D) := by
  have split := fun (x : n ⊕ n → ℂ) (hx : bdg h D *ᵥ x = 0) =>
    (zero_mode_iff h D (x ∘ Sum.inl) (x ∘ Sum.inr)).1
      (by rw [Sum.elim_comp_inl_inr]; exact hx)
  let L := LinearMap.funLeft ℂ ℂ (Sum.inl : n → n ⊕ n)
  let R := LinearMap.funLeft ℂ ℂ (Sum.inr : n → n ⊕ n)
  -- the change of amplitudes (u, v) ↦ (u - iv, u + iv), restricted to zero modes
  let f := ((L - I • R).restrict (p := LinearMap.ker (bdg h D).mulVecLin)
      (q := LinearMap.ker (h + I • D).mulVecLin) (fun x hx => (split x hx).1)).prod
    ((L + I • R).restrict (p := LinearMap.ker (bdg h D).mulVecLin)
      (q := LinearMap.ker (h - I • D).mulVecLin) (fun x hx => (split x hx).2))
  have inj : Function.Injective f := by
    refine (injective_iff_map_eq_zero f).2 fun x hx => ?_
    have a1 := congrArg Prod.fst hx
    have b1 := congrArg Prod.snd hx
    have a : ∀ i, x.1 (.inl i) - I * x.1 (.inr i) = 0 := fun i =>
      congrFun (congrArg Subtype.val a1) i
    have b : ∀ i, x.1 (.inl i) + I * x.1 (.inr i) = 0 := fun i =>
      congrFun (congrArg Subtype.val b1) i
    refine Subtype.ext (funext fun i => ?_)
    rcases i with i | i
    · change x.1 (.inl i) = 0
      linear_combination (a i + b i) / 2
    · change x.1 (.inr i) = 0
      linear_combination (I / 2) * (a i - b i) + x.1 (.inr i) * Complex.I_sq
  have surj : Function.Surjective f := by
    intro y
    let u : n → ℂ := fun i => (y.1.1 i + y.2.1 i) / 2
    let v : n → ℂ := fun i => I * (y.1.1 i - y.2.1 i) / 2
    have k1 : u - I • v = y.1.1 := funext fun i => by
      change (y.1.1 i + y.2.1 i) / 2 - I * (I * (y.1.1 i - y.2.1 i) / 2) = y.1.1 i
      linear_combination (-(y.1.1 i - y.2.1 i) / 2) * Complex.I_sq
    have k2 : u + I • v = y.2.1 := funext fun i => by
      change (y.1.1 i + y.2.1 i) / 2 + I * (I * (y.1.1 i - y.2.1 i) / 2) = y.2.1 i
      linear_combination ((y.1.1 i - y.2.1 i) / 2) * Complex.I_sq
    exact ⟨⟨Sum.elim u v, (zero_mode_iff h D u v).2
      ⟨by rw [k1]; exact y.1.2, by rw [k2]; exact y.2.2⟩⟩,
      Prod.ext (Subtype.ext k1) (Subtype.ext k2)⟩
  exact (LinearEquiv.ofBijective f ⟨inj, surj⟩).finrank_eq.trans Module.finrank_prod

/-- For Hermitian hopping and Hermitian pairing, the number of zero modes is exactly twice
that of the matrix `h + iD`. -/
theorem zeroModes_bdg_eq_two_mul {h D : Matrix n n ℂ} (hh : h.IsHermitian)
    (hD : D.IsHermitian) : zeroModes (bdg h D) = 2 * zeroModes (h + I • D) := by
  have rn : ∀ M : Matrix n n ℂ, M.rank + zeroModes M = Fintype.card n := by
    intro M
    have := LinearMap.finrank_range_add_finrank_ker M.mulVecLin
    rw [Module.finrank_fintype_fun_eq_card] at this
    exact this
  -- the two decoupled matrices are adjoints of each other, so they have equal rank
  have adj : (h + I • D)ᴴ = h - I • D := by
    rw [Matrix.conjTranspose_add, Matrix.conjTranspose_smul, hh.eq, hD.eq]
    simp [sub_eq_add_neg]
  have r := Matrix.rank_conjTranspose (h + I • D)
  rw [adj] at r
  have a := rn (h + I • D)
  have b := rn (h - I • D)
  rw [zeroModes_bdg]
  omega

/-- A matrix connecting only opposite sublattices has at least as many zero modes as the
difference of the sublattice sizes. -/
theorem imbalance_le {c : n → Bool} {M : Matrix n n ℂ} (hM : CouplesOpposite c M) :
    |(sites c true : ℤ) - sites c false| ≤ zeroModes M := by
  have tot : sites c true + sites c false = Fintype.card n := by
    unfold sites
    rw [← Fintype.card_congr (Equiv.sigmaFiberEquiv c), Fintype.card_sigma, Fintype.sum_bool]
  have key : ∀ s, Fintype.card n ≤ 2 * sites c (!s) + zeroModes M := by
    intro s
    let r := LinearMap.funLeft ℂ ℂ (Subtype.val : {i // c i = !s} → n)
    -- the conditions that x and M x both vanish on one sublattice
    let P := r.prod (r ∘ₗ M.mulVecLin)
    have hk : LinearMap.ker P ≤ LinearMap.ker M.mulVecLin := by
      intro x hx
      have hx' : P x = 0 := hx
      have h1 : ∀ j, c j = (!s) → x j = 0 := fun j hj =>
        congrFun (congrArg Prod.fst hx') ⟨j, hj⟩
      have h2 : ∀ j, c j = (!s) → (M *ᵥ x) j = 0 := fun j hj =>
        congrFun (congrArg Prod.snd hx') ⟨j, hj⟩
      change M *ᵥ x = 0
      funext i
      by_cases hi : c i = !s
      · exact h2 i hi
      · change ∑ j, M i j * x j = 0
        refine Finset.sum_eq_zero fun j _ => ?_
        by_cases hj : c j = !s
        · rw [h1 j hj, mul_zero]
        · have hij : c i = c j := by
            revert hi hj
            cases c i <;> cases c j <;> cases s <;> simp
          rw [hM i j hij, zero_mul]
    have d := LinearMap.finrank_range_add_finrank_ker P
    have l := Submodule.finrank_le (LinearMap.range P)
    have m : Module.finrank ℂ (LinearMap.ker P) ≤ zeroModes M := Submodule.finrank_mono hk
    rw [Module.finrank_fintype_fun_eq_card] at d
    rw [Module.finrank_prod, Module.finrank_fintype_fun_eq_card] at l
    unfold sites
    omega
  have a := key true
  have b := key false
  simp only [Bool.not_true, Bool.not_false] at a b
  rw [abs_le]
  constructor <;> omega

/-- If hopping and pairing connect only opposite sublattices, the Bogoliubov–de Gennes matrix
has at least twice as many zero modes as the difference of the sublattice sizes. -/
theorem two_mul_imbalance_le {c : n → Bool} {h D : Matrix n n ℂ}
    (hh : CouplesOpposite c h) (hD : CouplesOpposite c D) :
    2 * |(sites c true : ℤ) - sites c false| ≤ zeroModes (bdg h D) := by
  have a := imbalance_le (c := c) (M := h + I • D) fun i j hij => by
    simp [hh i j hij, hD i j hij]
  have b := imbalance_le (c := c) (M := h - I • D) fun i j hij => by
    simp [hh i j hij, hD i j hij]
  rw [zeroModes_bdg]
  push_cast
  linarith

/-- Remove a set `V` of sites from a lattice with equal sublattices whose hopping and pairing
connect only opposite sublattices. The remaining superconductor has at least twice as many zero
modes as the difference between the numbers of vacancies on the two sublattices. -/
theorem vacancy_zero_modes [DecidableEq n] {c : n → Bool} {h D : Matrix n n ℂ}
    (hh : CouplesOpposite c h) (hD : CouplesOpposite c D)
    (balanced : sites c true = sites c false) (V : Finset n) :
    2 * |((V.filter (fun i => c i = true)).card : ℤ) - (V.filter (fun i => c i = false)).card| ≤
      zeroModes (bdg (h.submatrix (Subtype.val : {i // i ∉ V} → n) Subtype.val)
        (D.submatrix Subtype.val Subtype.val)) := by
  -- on each sublattice, remaining sites and vacancies add up to the original sites
  have count : ∀ s, sites (fun i : {i // i ∉ V} => c i.1) s +
      (V.filter (fun i => c i = s)).card = sites c s := by
    intro s
    unfold sites
    rw [Fintype.card_congr (Equiv.subtypeSubtypeEquivSubtypeInter (fun i => i ∉ V)
      (fun i => c i = s)), Fintype.card_subtype, Fintype.card_subtype,
      ← Finset.card_union_of_disjoint]
    · congr 1
      ext i
      simp only [Finset.mem_union, Finset.mem_filter, Finset.mem_univ, true_and]
      tauto
    · refine Finset.disjoint_left.2 fun i hi hj => ?_
      exact (Finset.mem_filter.1 hi).2.1 (Finset.mem_filter.1 hj).1
  have main := two_mul_imbalance_le (c := fun i : {i // i ∉ V} => c i.1)
    (h := h.submatrix Subtype.val Subtype.val) (D := D.submatrix Subtype.val Subtype.val)
    (fun i j hij => hh i.1 j.1 hij) (fun i j hij => hD i.1 j.1 hij)
  have a := count true
  have b := count false
  have e : ((V.filter (fun i => c i = true)).card : ℤ) - (V.filter (fun i => c i = false)).card =
      -((sites (fun i : {i // i ∉ V} => c i.1) true : ℤ) -
        sites (fun i : {i // i ∉ V} => c i.1) false) := by omega
  rw [e, abs_neg]
  exact main

end

end NodalSuperconductorVacancies
```

```lean
#print axioms NodalSuperconductorVacancies.zeroModes_bdg_eq_two_mul
#print axioms NodalSuperconductorVacancies.vacancy_zero_modes
```

```
'NodalSuperconductorVacancies.zeroModes_bdg_eq_two_mul' depends on axioms: [propext, Classical.choice, Quot.sound]
'NodalSuperconductorVacancies.vacancy_zero_modes' depends on axioms: [propext, Classical.choice, Quot.sound]
```

## From amplitudes to vacancy counts in the proof

`zero_mode_iff` proves the decoupling. Its intermediate result `e` contains the two multiplied-out identities, and `linear_combination` with `Complex.I_sq` supplies $i^2=-1$. The same tactic forms the sums and differences for the converse.

`zeroModes_bdg` turns this equivalence into a count. The map `f` sends a zero mode $(u,v)$ to $(u-iv,u+iv)$ in the product of the two kernels. The steps `inj` and `surj` use the inverse formulas above, and the dimension of a product is the sum of the dimensions.

In `zeroModes_bdg_eq_two_mul`, `rn` is rank–nullity and `adj` is the adjoint relation. `Matrix.rank_conjTranspose` gives equal ranks, and `omega` completes the arithmetic.

`imbalance_le` follows the counting of conditions. The linear map `P` records $x$ and $Mx$ on the sublattice of colour `!s`, and `hk` shows that its kernel lies in that of $M$. Rank–nullity for `P`, with its range no larger than the target space, gives `key`; the two choices of `s` give the absolute value.

`two_mul_imbalance_le` applies this bound to $h+iD$ and $h-iD$ and adds the results. Finally, `count` in `vacancy_zero_modes` says that remaining sites and vacancies add up to the original number on each sublattice. The step `e` converts the vacancy difference into minus the site difference, and the absolute value removes the sign.
